# Hammond shift and Leffler slope for a linearly tilted energy profile

A substituent makes a reaction more endothermic. How far does the barrier rise, and which way does the transition state move? Take a one-dimensional model: the energy profile is $V(x)$, with the reactant at $x=0$ and the product at $x=1$. The substituent adds $ex$, which leaves the energy at $x=0$ unchanged and raises that at $x=1$ by the driving energy $e$. This linear tilt of an otherwise unchanged profile is an assumption about the reaction series. The reactant and product are kept at these two points; any shift of the relaxed minima under the tilt is neglected.

The barrier top is $B(e)=\sup_{0\le x\le1}[V(x)+ex]$, written `barrier V e`. The activation energy from the reactant is $B(e)-V(0)$, so it has the same slope in $e$.

```lean
import Mathlib

open Set Filter Topology

namespace HammondLeffler

noncomputable section

/-- The barrier top: the supremum over the reaction coordinate in `[0,1]` of the energy
profile `V` tilted by the driving energy `e`. -/
def barrier (V : ℝ → ℝ) (e : ℝ) : ℝ :=
  sSup ((fun x => V x + e * x) '' Icc 0 1)
```

A summit is a global maximiser on $[0,1]$, possibly an endpoint, where there need be no transition state. In Lean, `V` is defined on all reals, but only its values on `Icc 0 1` matter.

```lean
/-- The position `x` in `[0,1]` is a highest point of the profile tilted by `e`. -/
def IsSummit (V : ℝ → ℝ) (e x : ℝ) : Prop :=
  x ∈ Icc (0 : ℝ) 1 ∧ ∀ y ∈ Icc (0 : ℝ) 1, V y + e * y ≤ V x + e * x
```

## (a) Existence of a summit

For $V$ continuous on $[0,1]$ (`ContinuousOn`), show that every $e$ has an $x\in[0,1]$ with
$$V(y)+ey\le V(x)+ex\quad\text{for all }y\in[0,1].$$

The tilted profile is continuous on a compact interval, so it attains its maximum.

```lean
/-- A continuous energy profile has a summit at every driving energy. -/
theorem exists_summit {V : ℝ → ℝ} (hV : ContinuousOn V (Icc 0 1)) (e : ℝ) :
    ∃ x, IsSummit V e x := by
  have hc : ContinuousOn (fun x => V x + e * x) (Icc 0 1) :=
    hV.add (continuous_const.mul continuous_id).continuousOn
  obtain ⟨x, hx, hmax⟩ := isCompact_Icc.exists_isMaxOn ⟨0, by norm_num⟩ hc
  exact ⟨x, hx, fun y hy => isMaxOn_iff.mp hmax y hy⟩
```

## (b) Energy at the summit

Show that any summit $x$ at $e$ satisfies
$$B(e)=V(x)+ex.$$

The right side is one of the tilted energies and none exceeds it, so it is their supremum. Continuity is not used.

```lean
/-- The barrier top is the tilted energy at any summit. -/
theorem barrier_eq {V : ℝ → ℝ} {e x : ℝ} (hx : IsSummit V e x) :
    barrier V e = V x + e * x := by
  apply IsGreatest.csSup_eq
  refine ⟨⟨x, hx.1, rfl⟩, ?_⟩
  rintro _ ⟨y, hy, rfl⟩
  exact hx.2 y hy
```

## (c) A line below the barrier curve

For continuous $V$ and a summit $x$ at $e$, show that for every $e'$
$$B(e)+(e'-e)x\le B(e').$$

By (b), the left side is $V(x)+e'x$, the energy at the old summit under the new tilt. It cannot exceed the new maximum, which a summit from (a) attains.

```lean
/-- For a continuous profile, the line through the barrier top at `e` whose slope is a summit
position lies nowhere above the barrier curve. -/
theorem supporting_line {V : ℝ → ℝ} (hV : ContinuousOn V (Icc 0 1)) {e x : ℝ}
    (hx : IsSummit V e x) (e' : ℝ) :
    barrier V e + (e' - e) * x ≤ barrier V e' := by
  obtain ⟨x', hx'⟩ := exists_summit hV e'
  rw [barrier_eq hx, barrier_eq hx']
  have h := hx'.2 x hx.1
  linarith
```

## (d) Convexity

For continuous $V$, $s,t\ge0$ and $s+t=1$, show that
$$B(sa+tb)\le sB(a)+tB(b).$$

Let $m=sa+tb$ and let $x$ be a summit at $m$. Multiply (c) towards $a$ by $s$ and towards $b$ by $t$, then add. The terms in $x$ cancel because $s(a-m)+t(b-m)=0$; `linear_combination` checks this using $s+t=1$.

```lean
/-- The barrier top of a continuous profile is a convex function of the driving energy. -/
theorem barrier_convex {V : ℝ → ℝ} (hV : ContinuousOn V (Icc 0 1)) :
    ConvexOn ℝ univ (barrier V) := by
  refine ⟨convex_univ, fun a _ b _ s t hs ht hst => ?_⟩
  simp only [smul_eq_mul]
  obtain ⟨x, hx⟩ := exists_summit hV (s * a + t * b)
  -- average the supporting line at the intermediate driving energy
  have h1 := mul_le_mul_of_nonneg_left (supporting_line hV hx a) hs
  have h2 := mul_le_mul_of_nonneg_left (supporting_line hV hx b) ht
  have h3 : s * (barrier V (s * a + t * b) + (a - (s * a + t * b)) * x)
      + t * (barrier V (s * a + t * b) + (b - (s * a + t * b)) * x)
      = barrier V (s * a + t * b) := by
    linear_combination (barrier V (s * a + t * b) - (s * a + t * b) * x) * hst
  linarith
```

## (e) Direction of the shift

Let $x_1,x_2$ be summits at $e_1<e_2$. Show, without continuity, that
$$x_1\le x_2.$$

The summit conditions give $V(x_2)+e_1x_2\le V(x_1)+e_1x_1$ and $V(x_1)+e_2x_1\le V(x_2)+e_2x_2$. Adding them leaves $(e_2-e_1)x_1\le(e_2-e_1)x_2$; divide by $e_2-e_1>0$.

Hammond's postulate compares molecular structures; this inequality orders positions on one tilted profile.

```lean
/-- Hammond shift: raising the driving energy never moves a summit
to a smaller reaction coordinate. -/
theorem hammond_shift {V : ℝ → ℝ} {e₁ e₂ x₁ x₂ : ℝ} (he : e₁ < e₂)
    (h₁ : IsSummit V e₁ x₁) (h₂ : IsSummit V e₂ x₂) : x₁ ≤ x₂ := by
  have h := h₁.2 x₂ h₂.1
  have h' := h₂.2 x₁ h₁.1
  have hp : (e₂ - e₁) * x₁ ≤ (e₂ - e₁) * x₂ := by linarith
  exact le_of_mul_le_mul_left hp (sub_pos.mpr he)
```

## (f) Mean slope between summit positions

For continuous $V$ and the same summits, show that
$$x_1\le\frac{B(e_2)-B(e_1)}{e_2-e_1}\le x_2.$$

Part (c) from $e_1$ to $e_2$ gives $(e_2-e_1)x_1\le B(e_2)-B(e_1)$. From $e_2$ to $e_1$ it gives $B(e_2)-B(e_1)\le(e_2-e_1)x_2$. Divide both by $e_2-e_1$.

In a script with path energies $V_i$ at grid points $x_i$, `max` and `argmax` of $V_i+ex_i$ give the barrier top and the index of a summit, both for the sampled profile. The same argument applies to a finite grid, so a finite-difference slope outside the two `argmax` positions by more than rounding error signals a bug.

```lean
/-- For a continuous profile, the mean slope of the barrier top between two driving energies lies
between the summit positions at these energies. -/
theorem hammond_leffler {V : ℝ → ℝ} (hV : ContinuousOn V (Icc 0 1))
    {e₁ e₂ x₁ x₂ : ℝ} (he : e₁ < e₂)
    (h₁ : IsSummit V e₁ x₁) (h₂ : IsSummit V e₂ x₂) :
    x₁ ≤ (barrier V e₂ - barrier V e₁) / (e₂ - e₁) ∧
      (barrier V e₂ - barrier V e₁) / (e₂ - e₁) ≤ x₂ := by
  have hpos : 0 < e₂ - e₁ := sub_pos.mpr he
  have l₁ := supporting_line hV h₁ e₂
  have l₂ := supporting_line hV h₂ e₁
  constructor
  · rw [le_div_iff₀ hpos]
    linarith
  · rw [div_le_iff₀ hpos]
    linarith
```

## (g) Range of the Bell-Evans-Polanyi slope

For continuous $V$ and $e_1<e_2$, show that
$$0\le\frac{B(e_2)-B(e_1)}{e_2-e_1}\le1.$$

Choose summits by (a) and apply (f) with $0\le x_1$ and $x_2\le1$. The Bell-Evans-Polanyi relation takes this slope as constant across a series; here it may vary.

```lean
/-- For a continuous profile, the mean Bell-Evans-Polanyi slope of the barrier top lies between zero
and one. -/
theorem bep_slope_mem {V : ℝ → ℝ} (hV : ContinuousOn V (Icc 0 1))
    {e₁ e₂ : ℝ} (he : e₁ < e₂) :
    (barrier V e₂ - barrier V e₁) / (e₂ - e₁) ∈ Icc (0 : ℝ) 1 := by
  obtain ⟨x₁, h₁⟩ := exists_summit hV e₁
  obtain ⟨x₂, h₂⟩ := exists_summit hV e₂
  have h := hammond_leffler hV he h₁ h₂
  exact ⟨h₁.1.1.trans h.1, h.2.trans h₂.1.2⟩
```

## (h) Stability of a single summit

Let $V$ be continuous and $x$ the only summit at $e$. For $\varepsilon>0$, find $\delta>0$ such that every summit $x'$ at $e'$ satisfies
$$|e'-e|<\delta\ \Rightarrow\ |x'-x|<\varepsilon.$$

Let $K$ be the points of $[0,1]$ at distance at least $\varepsilon$ from $x$. If $K$ is empty, $\delta=1$ works. Otherwise let $y_0$ maximise $V(y)+ey$ on the compact set $K$, and put
$$g=V(x)+ex-V(y_0)-ey_0.$$
Then $g>0$, or $y_0$ would be a second summit. Take $\delta=g$. If $x'$ lay in $K$, its summit condition would give
$$g\le V(x)+ex-V(x')-ex'\le(e'-e)(x'-x)\le|e'-e|<g,$$
a contradiction.

```lean
/-- If a continuous profile has only one summit at `e`, all summits at nearby driving energies lie
close to it. -/
theorem summit_stable {V : ℝ → ℝ} (hV : ContinuousOn V (Icc 0 1)) {e x : ℝ}
    (hx : IsSummit V e x) (huniq : ∀ y, IsSummit V e y → y = x) {ε : ℝ} (hε : 0 < ε) :
    ∃ δ > 0, ∀ e' x', |e' - e| < δ → IsSummit V e' x' → |x' - x| < ε := by
  have hK : IsCompact (Icc (0 : ℝ) 1 ∩ {y | ε ≤ |y - x|}) :=
    isCompact_Icc.inter_right
      (isClosed_le continuous_const (continuous_id.sub continuous_const).abs)
  rcases (Icc (0 : ℝ) 1 ∩ {y | ε ≤ |y - x|}).eq_empty_or_nonempty with hem | hne
  · refine ⟨1, one_pos, fun e' x' _ hx' => ?_⟩
    by_contra hfar
    have hmem : x' ∈ Icc (0 : ℝ) 1 ∩ {y | ε ≤ |y - x|} := ⟨hx'.1, not_lt.mp hfar⟩
    rw [hem] at hmem
    exact hmem
  · have hc : ContinuousOn (fun y => V y + e * y) (Icc 0 1) :=
      hV.add (continuous_const.mul continuous_id).continuousOn
    obtain ⟨y₀, hy₀, hmax⟩ := hK.exists_isMaxOn hne (hc.mono inter_subset_left)
    -- distant points lie below the summit by a finite energy gap
    have hgap : V y₀ + e * y₀ < V x + e * x := by
      by_contra h
      have hy : y₀ = x :=
        huniq y₀ ⟨hy₀.1, fun z hz => (hx.2 z hz).trans (not_lt.mp h)⟩
      have h2 : ε ≤ |y₀ - x| := hy₀.2
      rw [hy, sub_self, abs_zero] at h2
      linarith
    refine ⟨V x + e * x - (V y₀ + e * y₀), sub_pos.mpr hgap, fun e' x' he' hx' => ?_⟩
    by_contra hfar
    have h1 : V x' + e * x' ≤ V y₀ + e * y₀ :=
      isMaxOn_iff.mp hmax x' ⟨hx'.1, not_lt.mp hfar⟩
    have h2 := hx'.2 x hx.1
    have h3 : |x' - x| ≤ 1 :=
      abs_le.mpr ⟨by linarith [hx'.1.1, hx.1.2], by linarith [hx'.1.2, hx.1.1]⟩
    have h4 : (e' - e) * (x' - x) ≤ |e' - e| * |x' - x| :=
      (le_abs_self _).trans (abs_mul _ _).le
    have h5 : |e' - e| * |x' - x| ≤ |e' - e| :=
      mul_le_of_le_one_right (abs_nonneg _) h3
    linarith
```

## (i) When the slope is the summit position

For continuous $V$ and real $x$, show that
$$B'(e)=x\iff\text{every summit at }e\text{ equals }x.$$

`HasDerivAt (barrier V) x e` says that the derivative exists at $e$ and equals $x$. By (a) there is a summit, so the right side means that $x$ is the only one.

If $B'(e)=x$ and $y$ is a summit, (c) makes $B(e')-e'y$ minimal at $e'=e$. Its derivative $x-y$ therefore vanishes.

Conversely, given $c>0$, use (h) with $\varepsilon=c$. For $e'$ near $e$ with summit $x'$, applying (c) from both ends gives
$$0\le B(e')-B(e)-(e'-e)x\le(e'-e)(x'-x)\le c|e'-e|.$$
This is the definition of the derivative; the `calc` block follows the upper bounds.

```lean
/-- Leffler slope: for a continuous profile, the barrier top has derivative `x` with respect to the
driving energy exactly when every summit of the tilted profile is at `x`. -/
theorem leffler_slope_iff {V : ℝ → ℝ} (hV : ContinuousOn V (Icc 0 1)) (e x : ℝ) :
    HasDerivAt (barrier V) x e ↔ ∀ y, IsSummit V e y → y = x := by
  constructor
  · intro h y hy
    -- the barrier minus its supporting line is minimal at `e`
    have hmin : IsLocalMin (fun e' => barrier V e' - e' * y) e :=
      Eventually.of_forall fun e' => by
        have := supporting_line hV hy e'
        linarith
    have hz := hmin.hasDerivAt_eq_zero (h.fun_sub ((hasDerivAt_id' e).mul_const y))
    linarith
  · intro huniq
    obtain ⟨y, hy⟩ := exists_summit hV e
    have hx : IsSummit V e x := huniq y hy ▸ hy
    rw [hasDerivAt_iff_isLittleO, Asymptotics.isLittleO_iff]
    intro c hc
    obtain ⟨δ, hδ, hnear⟩ := summit_stable hV hx huniq hc
    refine Metric.eventually_nhds_iff.mpr ⟨δ, hδ, fun e' he' => ?_⟩
    rw [Real.dist_eq] at he'
    obtain ⟨x', hx'⟩ := exists_summit hV e'
    -- squeeze the barrier between the supporting lines at `e` and `e'`
    have lo := supporting_line hV hx e'
    have hi := supporting_line hV hx' e
    rw [smul_eq_mul, Real.norm_eq_abs, Real.norm_eq_abs, abs_of_nonneg (by linarith)]
    calc barrier V e' - barrier V e - (e' - e) * x
        ≤ (e' - e) * (x' - x) := by linarith
      _ ≤ |e' - e| * |x' - x| := (le_abs_self _).trans (abs_mul _ _).le
      _ ≤ |e' - e| * c :=
          mul_le_mul_of_nonneg_left (hnear e' x' he' hx').le (abs_nonneg _)
      _ = c * |e' - e| := mul_comm _ _
```

## (j) Two equal peaks

Consider $V(x)=-[(4x-1)(4x-3)]^2$.

```lean
/-- An energy profile with two equally high peaks, at `1/4` and `3/4`. -/
def twinPeaks (x : ℝ) : ℝ := -((4 * x - 1) * (4 * x - 3)) ^ 2
```

Show that $1/4$ and $3/4$ are summits at $e=0$, and that
$$B'(0)\text{ does not exist}.$$

$V\le0$, with equality at both points, so both are summits. If $B'(0)$ existed, (i) would make it equal to both $1/4$ and $3/4$.

```lean
/-- For the twin-peak profile without tilt both peaks are summits, and the barrier top is
not differentiable in the driving energy there. -/
theorem twinPeaks_kink :
    IsSummit twinPeaks 0 (1 / 4) ∧ IsSummit twinPeaks 0 (3 / 4) ∧
      ¬ DifferentiableAt ℝ (barrier twinPeaks) 0 := by
  have hV : ContinuousOn twinPeaks (Icc 0 1) := by
    unfold twinPeaks
    fun_prop
  have h₁ : IsSummit twinPeaks 0 (1 / 4) := by
    refine ⟨⟨by norm_num, by norm_num⟩, fun y _ => ?_⟩
    unfold twinPeaks
    linarith [sq_nonneg ((4 * y - 1) * (4 * y - 3))]
  have h₂ : IsSummit twinPeaks 0 (3 / 4) := by
    refine ⟨⟨by norm_num, by norm_num⟩, fun y _ => ?_⟩
    unfold twinPeaks
    linarith [sq_nonneg ((4 * y - 1) * (4 * y - 3))]
  refine ⟨h₁, h₂, fun hd => ?_⟩
  have hu := (leffler_slope_iff hV 0 _).mp hd.hasDerivAt
  have e₁ := hu _ h₁
  have e₂ := hu _ h₂
  linarith

end

end HammondLeffler
```

```lean
#print axioms HammondLeffler.hammond_shift
#print axioms HammondLeffler.bep_slope_mem
#print axioms HammondLeffler.leffler_slope_iff
#print axioms HammondLeffler.twinPeaks_kink
```

```
'HammondLeffler.hammond_shift' depends on axioms: [propext, Classical.choice, Quot.sound]
'HammondLeffler.bep_slope_mem' depends on axioms: [propext, Classical.choice, Quot.sound]
'HammondLeffler.leffler_slope_iff' depends on axioms: [propext, Classical.choice, Quot.sound]
'HammondLeffler.twinPeaks_kink' depends on axioms: [propext, Classical.choice, Quot.sound]
```
